# A nonzero term linear in the reduced gradient gives the modulated electron gas an energy cusp

My linear-response calculation for the uniform gas never converges once the kinetic enhancement factor contains a term linear in the reduced gradient. I use $F(s) = 1 + a s$ with $s = |n'|/n^{4/3}$, modulate the density as $n = 1 + d\cos kx$, and divide the energy change per period by $d^2$. Each time I halve a small $d$, the quotient roughly doubles. I expected the first-order change to average out over a period, as it does in Thomas-Fermi theory. Is this a numerical problem, or is it the functional?

## The linear term costs $4a|d|$ per period

It is the functional. The reduced gradient depends on $|n'|$, which is never negative, so its first-order contribution does not average out. For $k > 0$ the energy change per period and unit cross-section, in units of the Thomas-Fermi constant, is $4a|d|$ to leading order, and your quotient grows like $4a/|d|$ unless $a = 0$.

The same happens for any $F$ that is continuous on $s \ge 0$ and has one-sided slope $a$ at $s = 0$. Write

$$E(d) = \int_0^{2\pi/k} n^{5/3} F(s)\,dx .$$

Since $n' = -dk\sin kx$, the reduced gradient is

$$s = \frac{|d|\,k|\sin kx|}{n^{4/3}} .$$

For small $d$ the density stays close to 1 and $s$ is at most a constant times $|d|$, both uniformly in $x$. Write $F(s) = F(0) + a s + r(s)$, where $r(s) = o(s)$. The integrand then has three parts:

$$n^{5/3}F(s) = F(0)\,n^{5/3} + a\,n^{1/3}\,|d|\,k|\sin kx| + n^{5/3} r(s).$$

- In the first part, $n^{5/3} = 1 + \tfrac53 d\cos kx + o(d)$.
- In the second, $n^{1/3} \to 1$, so replacing it by 1 costs only $o(d)$.
- The third is $o(d)$, because $r(s) = o(s)$ and $s = O(d)$.

Hence, uniformly in $x$,

$$n^{5/3}F(s) = F(0) + \tfrac53 F(0)\,d\cos kx + a|d|\,k|\sin kx| + o(d).$$

Now integrate over the period. The constant gives $2\pi F(0)/k = E(0)$, the cosine gives zero, and the substitution $y = kx$ gives

$$\int_0^{2\pi/k} k|\sin kx|\,dx = \int_0^{2\pi}|\sin y|\,dy = 4 .$$

The uniform remainder integrates to $o(d)$ because the period is fixed. Therefore

$$E(d) - E(0) = 4a|d| + o(d), \qquad \frac{E(d)-E(0)}{|d|} \to 4a .$$

Suppose now that $(E(d)-E(0))/d^2$ had a finite limit. Multiplying by $|d| \to 0$ would make the quotient above tend to zero, so $4a = 0$.

For orbital-free functionals of this semilocal form, a nonzero slope at $s = 0$ is thus incompatible with a finite quadratic response of the uniform gas to a single cosine modulation.

## What the Lean theorems say

`density`, `reducedGradient` and `energy` are the $n$, $s$ and $E$ above, and the reduced gradient is built from the actual derivative of the density. The mean density is 1, and the energy is the kinetic energy (usually written $T_s$) per unit cross-section, in units of the Thomas-Fermi constant. The textbook $s$ carries an extra factor $1/(2(3\pi^2)^{1/3})$, so a slope quoted in that convention must be multiplied by this factor to give the $a$ used here.

The hypothesis `ContinuousOn F (Set.Ici 0)` is continuity for $s \ge 0$, and `HasDerivWithinAt F a (Set.Ici 0) 0` is the one-sided slope. Limits along `𝓝[≠] 0` let $d$ approach zero from both sides without reaching it.

- `energy_cusp` states the limit $4a$ for every such $F$.
- `slope_eq_zero_of_response` states that a finite limit of the quotient by $d^2$ forces $a = 0$. Its `χ` measures an energy curvature. Up to sign and a factor proportional to the period $2\pi/k$, it corresponds to the inverse of the density response function of non-interacting electrons, not to the response function itself.
- `linear_factor_cusp` is your case, $F(s) = 1 + a s$.

The second theorem runs in one direction only. Zero slope does not guarantee a finite response for general $F$: with $F(s) = 1 + s^{3/2}$ the leading energy change scales as $|d|^{3/2}$.

The step left to physics is the identification of this energy curvature with the inverse static response of non-interacting electrons. In an interacting gas, the Hartree and exchange-correlation energies contribute to the inverse response as well. The theorems concern a prescribed density and a given functional, with no external potential and no self-consistent solution.

```lean
import Mathlib

open Filter Topology Asymptotics
open scoped Real

namespace EnhancementFactorCusp

noncomputable section

local notation "𝓛" => comap (Prod.fst : ℝ × ℝ → ℝ) (𝓝 (0 : ℝ))

/-- The uniform electron gas of unit density with a cosine modulation of amplitude `d` and
wave number `k`. -/
def density (k d x : ℝ) : ℝ := 1 + d * Real.cos (k * x)

/-- The reduced gradient `|n'| / n^(4/3)` of the modulated gas, up to the usual constant factor;
it is meant for positive density. -/
def reducedGradient (k d x : ℝ) : ℝ :=
  |deriv (density k d) x| / density k d x ^ (4 / 3 : ℝ)

/-- The kinetic energy `∫ n^(5/3) F(s)` over one period `2π/k`, `k > 0`, with enhancement factor
`F`, in units of the Thomas-Fermi constant. -/
def energy (F : ℝ → ℝ) (k d : ℝ) : ℝ :=
  ∫ x in (0 : ℝ)..(2 * π / k), density k d x ^ (5 / 3 : ℝ) * F (reducedGradient k d x)

/-- For `k > 0` the reduced gradient of the modulated gas is `|d| k |sin kx| / n^(4/3)`. -/
theorem reducedGradient_eq {k : ℝ} (hk : 0 < k) (d x : ℝ) :
    reducedGradient k d x =
      |d| * (k * |Real.sin (k * x)|) / density k d x ^ (4 / 3 : ℝ) := by
  have h1 : HasDerivAt (fun y : ℝ => k * y) k x :=
    ((hasDerivAt_id x).const_mul k).congr_deriv (mul_one k)
  have h : HasDerivAt (density k d) (-(d * (k * Real.sin (k * x)))) x :=
    ((h1.cos.const_mul d).const_add 1).congr_deriv (by ring)
  rw [reducedGradient, h.deriv, abs_neg, abs_mul, abs_mul, abs_of_pos hk]

/-- A remainder that is small compared with `g(d)` uniformly in position stays small compared
with `g(d)` after integration over a fixed interval. -/
theorem integral_isLittleO (T : ℝ) {R : ℝ × ℝ → ℝ} (g : ℝ → ℝ) (h : R =o[𝓛] fun p => g p.1) :
    (fun d => ∫ x in (0 : ℝ)..T, R (d, x)) =o[𝓝 0] g := by
  rw [isLittleO_iff]
  intro c hc
  have hc' : 0 < c / (|T| + 1) := by positivity
  filter_upwards [eventually_comap.1 (isLittleO_iff.1 h hc')] with d hd
  have hT : c / (|T| + 1) * |T| ≤ c := by
    rw [div_mul_eq_mul_div, div_le_iff₀ (by positivity)]
    nlinarith [abs_nonneg T]
  calc _ ≤ c / (|T| + 1) * ‖g d‖ * |T - 0| :=
        intervalIntegral.norm_integral_le_of_norm_le_const fun x _ => hd (d, x) rfl
    _ = c / (|T| + 1) * |T| * ‖g d‖ := by rw [sub_zero]; ring
    _ ≤ c * ‖g d‖ := mul_le_mul_of_nonneg_right hT (norm_nonneg _)

/-- First-order expansion of a power of the density: `(1+u)^q = 1 + q u + o(u)`. -/
theorem rpow_first_order (q : ℝ) :
    (fun u : ℝ => (1 + u) ^ q - 1 - q * u) =o[𝓝 0] fun u => u := by
  have h := hasDerivAt_iff_isLittleO_nhds_zero.1
    (Real.hasDerivAt_rpow_const (x := 1) (p := q) (Or.inl one_ne_zero))
  refine h.congr_left fun u => ?_
  simp only [Real.one_rpow, smul_eq_mul]
  ring

/-- For `k > 0` and continuous `G`, the integral of `G - A - B cos kx - D k |sin kx|` over one
period `2π/k` is the integral of `G` minus `2πA/k` minus `4D`. -/
theorem integral_sub_harmonics {k : ℝ} (hk : 0 < k) {G : ℝ → ℝ} (hG : Continuous G) (A B D : ℝ) :
    ∫ x in (0 : ℝ)..(2 * π / k),
        (G x - A - B * Real.cos (k * x) - D * (k * |Real.sin (k * x)|)) =
      (∫ x in (0 : ℝ)..(2 * π / k), G x) - A * (2 * π / k) - 4 * D := by
  have e : k * (2 * π / k) = 2 * π := by field_simp
  have hS : ∫ y in (0 : ℝ)..(2 * π), |Real.sin y| = 4 := by
    have ii : ∀ a b : ℝ, IntervalIntegrable (fun y => |Real.sin y|) MeasureTheory.volume a b :=
      fun a b => Real.continuous_sin.abs.intervalIntegrable a b
    -- the sine is positive on the first half period and negative on the second
    have hA : ∫ y in (0 : ℝ)..π, |Real.sin y| = ∫ y in (0 : ℝ)..π, Real.sin y :=
      intervalIntegral.integral_congr fun y hy => by
        rw [Set.uIcc_of_le Real.pi_pos.le] at hy
        exact abs_of_nonneg (Real.sin_nonneg_of_mem_Icc hy)
    have hB : ∫ y in π..(2 * π), |Real.sin y| = ∫ y in π..(2 * π), -Real.sin y :=
      intervalIntegral.integral_congr fun y hy => by
        rw [Set.uIcc_of_le (by linarith [Real.pi_pos])] at hy
        have h := Real.sin_nonneg_of_nonneg_of_le_pi (x := y - π)
          (by linarith [hy.1]) (by linarith [hy.2])
        rw [Real.sin_sub_pi] at h
        exact abs_of_nonpos (by linarith)
    rw [← intervalIntegral.integral_add_adjacent_intervals (ii 0 π) (ii π (2 * π)), hA, hB,
      intervalIntegral.integral_neg, integral_sin, integral_sin, Real.cos_zero, Real.cos_pi,
      Real.cos_two_pi]
    norm_num
  have hs : ∫ x in (0 : ℝ)..(2 * π / k), |Real.sin (k * x)| = 4 / k := by
    rw [intervalIntegral.integral_comp_mul_left (fun y => |Real.sin y|) hk.ne', mul_zero, e, hS,
      smul_eq_mul]
    ring
  have hc : ∫ x in (0 : ℝ)..(2 * π / k), Real.cos (k * x) = 0 := by
    rw [intervalIntegral.integral_comp_mul_left Real.cos hk.ne', mul_zero, e, integral_cos]
    simp
  have h4 : k * (4 / k) = 4 := by field_simp
  rw [intervalIntegral.integral_sub, intervalIntegral.integral_sub, intervalIntegral.integral_sub]
  · simp only [intervalIntegral.integral_const_mul, hc, hs,
      intervalIntegral.integral_const, smul_eq_mul]
    linear_combination (-D) * h4
  all_goals exact Continuous.intervalIntegrable (by fun_prop) _ _

/-- For `k > 0` and `F` with one-sided slope `a` at zero gradient, the energy density is,
uniformly in position, `F(0) + (5/3) F(0) d cos kx + a |d| k |sin kx| + o(d)`. -/
theorem integrand_expansion {F : ℝ → ℝ} {a k : ℝ} (hk : 0 < k)
    (hF : HasDerivWithinAt F a (Set.Ici 0) 0) :
    (fun p : ℝ × ℝ => density k p.1 p.2 ^ (5 / 3 : ℝ) * F (reducedGradient k p.1 p.2) - F 0
        - 5 / 3 * F 0 * p.1 * Real.cos (k * p.2) - a * |p.1| * (k * |Real.sin (k * p.2)|))
      =o[𝓛] fun p => p.1 := by
  have hd : Tendsto (fun p : ℝ × ℝ => p.1) 𝓛 (𝓝 0) := tendsto_comap
  have hu : (fun p : ℝ × ℝ => p.1 * Real.cos (k * p.2)) =O[𝓛] fun p => p.1 :=
    IsBigO.of_bound 1 (Eventually.of_forall fun p => by
      rw [norm_mul, one_mul]
      exact mul_le_of_le_one_right (norm_nonneg _) (Real.abs_cos_le_one _))
  have hw : (fun p : ℝ × ℝ => |p.1| * (k * |Real.sin (k * p.2)|)) =O[𝓛] fun p => p.1 :=
    IsBigO.of_bound k (Eventually.of_forall fun p => by
      rw [Real.norm_eq_abs, Real.norm_eq_abs, abs_of_nonneg (by positivity), mul_comm k |p.1|]
      exact mul_le_mul_of_nonneg_left
        (mul_le_of_le_one_right hk.le (Real.abs_sin_le_one _)) (abs_nonneg _))
  have hu0 := hu.trans_tendsto hd
  have hn : Tendsto (fun p : ℝ × ℝ => density k p.1 p.2) 𝓛 (𝓝 1) := by
    have h := hu0.const_add (1 : ℝ)
    rw [add_zero] at h
    exact h
  have hp : ∀ q : ℝ, Tendsto (fun p : ℝ × ℝ => density k p.1 p.2 ^ q) 𝓛 (𝓝 1) := fun q => by
    have h := hn.rpow_const (p := q) (Or.inl one_ne_zero)
    rw [Real.one_rpow] at h
    exact h
  have hi := (hp (4 / 3)).inv₀ one_ne_zero
  have hsO : (fun p : ℝ × ℝ => reducedGradient k p.1 p.2) =O[𝓛] fun p => p.1 :=
    (hw.mul (hi.isBigO_one ℝ)).congr
      (fun p => ((reducedGradient_eq hk p.1 p.2).trans (div_eq_mul_inv _ _)).symm)
      (fun p => mul_one _)
  have hs0 : Tendsto (fun p : ℝ × ℝ => reducedGradient k p.1 p.2) 𝓛 (𝓝[Set.Ici 0] 0) := by
    refine tendsto_nhdsWithin_iff.2 ⟨hsO.trans_tendsto hd, ?_⟩
    filter_upwards [hn.eventually_const_lt zero_lt_one] with p h
    exact div_nonneg (abs_nonneg _) (Real.rpow_nonneg h.le _)
  -- the local part, the cusp part and the remainder of the enhancement factor
  have h1 : (fun p : ℝ × ℝ => density k p.1 p.2 ^ (5 / 3 : ℝ) - 1
      - 5 / 3 * (p.1 * Real.cos (k * p.2))) =o[𝓛] fun p => p.1 :=
    ((rpow_first_order (5 / 3)).comp_tendsto hu0).trans_isBigO hu
  have hg := ((hp (5 / 3)).mul hi).sub_const 1
  rw [inv_one, mul_one, sub_self] at hg
  have h2 := ((isLittleO_one_iff ℝ).2 hg).mul_isBigO hw
  have hF' := hasDerivWithinAt_iff_isLittleO.1 hF
  simp only [sub_zero, smul_eq_mul] at hF'
  have h3 := ((hp (5 / 3)).isBigO_one ℝ).mul_isLittleO
    ((hF'.comp_tendsto hs0).trans_isBigO hsO)
  simp only [one_mul] at h2 h3
  refine (((h1.const_mul_left (F 0)).add (h2.const_mul_left a)).add h3).congr_left fun p => ?_
  simp only [Function.comp_apply, reducedGradient_eq hk]
  ring

/-- For `k > 0` and an enhancement factor continuous on `s ≥ 0` with one-sided slope `a` at `s = 0`,
`(E(d) - E(0))/|d|` tends to `4a` as `d → 0`. If `a ≠ 0`, this is a cusp in the modulation
amplitude. -/
theorem energy_cusp {F : ℝ → ℝ} {a k : ℝ} (hk : 0 < k) (hc : ContinuousOn F (Set.Ici 0))
    (hF : HasDerivWithinAt F a (Set.Ici 0) 0) :
    Tendsto (fun d => (energy F k d - energy F k 0) / |d|) (𝓝[≠] 0) (𝓝 (4 * a)) := by
  have hE0 : energy F k 0 = F 0 * (2 * π / k) := by
    simp only [energy, reducedGradient_eq hk, density, abs_zero, zero_mul, zero_div, add_zero,
      Real.one_rpow, one_mul, intervalIntegral.integral_const, smul_eq_mul, sub_zero]
    ring
  have ho := integral_isLittleO (2 * π / k) (fun d => d) (integrand_expansion hk hF)
  have h4 := (ho.norm_right.tendsto_div_nhds_zero.mono_left
    (nhdsWithin_le_nhds (s := {0}ᶜ))).add_const (4 * a)
  rw [zero_add] at h4
  refine h4.congr' ?_
  filter_upwards [self_mem_nhdsWithin,
    nhdsWithin_le_nhds (Metric.ball_mem_nhds (0 : ℝ) one_pos)] with d hd hd1
  have hd' : |d| ≠ 0 := abs_ne_zero.2 hd
  rw [mem_ball_zero_iff, Real.norm_eq_abs] at hd1
  -- for |d| < 1 the density is positive and the integrand continuous
  have hpos : ∀ x, 0 < density k d x := fun x => by
    have h : |d * Real.cos (k * x)| ≤ |d| := by
      rw [abs_mul]
      exact mul_le_of_le_one_right (abs_nonneg _) (Real.abs_cos_le_one _)
    unfold density
    linarith [neg_abs_le (d * Real.cos (k * x))]
  have hn : Continuous (density k d) := by
    change Continuous fun x => 1 + d * Real.cos (k * x)
    fun_prop
  have hs : Continuous (reducedGradient k d) := by
    rw [show reducedGradient k d = fun x => |d| * (k * |Real.sin (k * x)|) /
      density k d x ^ (4 / 3 : ℝ) from funext (reducedGradient_eq hk d)]
    exact Continuous.div (by fun_prop) (hn.rpow_const fun x => Or.inl (hpos x).ne')
      fun x => (Real.rpow_pos_of_pos (hpos x) _).ne'
  have hG : Continuous fun x => density k d x ^ (5 / 3 : ℝ) * F (reducedGradient k d x) :=
    (hn.rpow_const fun x => Or.inl (hpos x).ne').mul (hc.comp_continuous hs fun x =>
      div_nonneg (abs_nonneg _) (Real.rpow_nonneg (hpos x).le _))
  have hI := integral_sub_harmonics hk hG (F 0) (5 / 3 * F 0 * d) (a * |d|)
  change _ = energy F k d - _ - _ at hI
  simp only [Real.norm_eq_abs]
  rw [hI, hE0, div_add' _ _ _ hd']
  ring

/-- For `k > 0` and `F` continuous on `s ≥ 0` with one-sided slope `a` at `s = 0`, a finite
limit of `(E(d) - E(0))/d²` forces `a = 0`. -/
theorem slope_eq_zero_of_response {F : ℝ → ℝ} {a k χ : ℝ} (hk : 0 < k)
    (hc : ContinuousOn F (Set.Ici 0)) (hF : HasDerivWithinAt F a (Set.Ici 0) 0)
    (hχ : Tendsto (fun d => (energy F k d - energy F k 0) / d ^ 2) (𝓝[≠] 0) (𝓝 χ)) :
    a = 0 := by
  have h0 : Tendsto (fun d : ℝ => |d|) (𝓝[≠] 0) (𝓝 0) :=
    (continuous_abs.tendsto' 0 0 abs_zero).mono_left nhdsWithin_le_nhds
  have h := (hχ.mul h0).congr' (f₂ := fun d => (energy F k d - energy F k 0) / |d|) (by
    filter_upwards [self_mem_nhdsWithin] with d hd
    have hd' : |d| ≠ 0 := abs_ne_zero.2 hd
    rw [← sq_abs d]
    field_simp)
  have := tendsto_nhds_unique h (energy_cusp hk hc hF)
  linarith

/-- For `k > 0` and the enhancement factor `1 + a s`, linear in the reduced gradient,
`(E(d) - E(0))/|d|` tends to `4a`. -/
theorem linear_factor_cusp {k : ℝ} (hk : 0 < k) (a : ℝ) :
    Tendsto (fun d => (energy (fun s => 1 + a * s) k d - energy (fun s => 1 + a * s) k 0) / |d|)
      (𝓝[≠] 0) (𝓝 (4 * a)) := by
  have hD : HasDerivAt (fun s : ℝ => 1 + a * s) a 0 :=
    (((hasDerivAt_id' (0 : ℝ)).const_mul a).const_add 1).congr_deriv (mul_one a)
  exact energy_cusp hk (Continuous.continuousOn (by fun_prop)) hD.hasDerivWithinAt

end

end EnhancementFactorCusp
```

```lean
#print axioms EnhancementFactorCusp.reducedGradient_eq
#print axioms EnhancementFactorCusp.slope_eq_zero_of_response
#print axioms EnhancementFactorCusp.linear_factor_cusp
```

```
'EnhancementFactorCusp.reducedGradient_eq' depends on axioms: [propext, Classical.choice, Quot.sound]
'EnhancementFactorCusp.slope_eq_zero_of_response' depends on axioms: [propext, Classical.choice, Quot.sound]
'EnhancementFactorCusp.linear_factor_cusp' depends on axioms: [propext, Classical.choice, Quot.sound]
```

## From the uniform expansion to the cusp

The filter `𝓛` lives on pairs $(d, x)$ and constrains only $d$, so a little-o along `𝓛` is uniform in position. `integral_isLittleO` turns such a remainder into a little-o after integration, by bounding the integral by the supremum bound times the length of the interval.

`reducedGradient_eq` differentiates the density, and `rpow_first_order` reads the expansion of $(1+u)^q$ off the derivative of the power at 1. In `integrand_expansion`, the facts `h1`, `h2` and `h3` are the three estimates listed above, in the same order. They are added, and `ring` checks that the sum is the stated remainder.

`integral_sub_harmonics` does the period integrals, splitting $|\sin y|$ at $\pi$, where the sine changes sign. `energy_cusp` then restricts to $|d| < 1$, where the density is positive. The integrand is continuous there, which is where continuity of $F$ is used, and the integral can be split term by term. Dividing by $|d|$ leaves $4a$ plus a vanishing remainder.

`slope_eq_zero_of_response` multiplies the assumed limit by $|d|$ and compares the result with the cusp through uniqueness of limits. `linear_factor_cusp` only has to supply the continuity and slope of $1 + a s$.
